# An even Hückel ring of n ≥ 4 sites has a smaller sum of absolute eigenvalues than its Möbius partner exactly when 4 divides n

Number the sites of a ring $0,\dots,n-1$. Let $H$ be the one-way hopping matrix: $H_{i,i+1}=1$ for $i<n-1$, $H_{n-1,0}=s$, and all other entries are zero. The ring matrix is $A(s)=H+H^{T}$. The Hückel ring has $s=1$; the Möbius ring has $s=-1$, so its closing bond has the opposite sign and the same strength. On-site energies are zero, and the magnitude of the hopping integral is the unit of energy.

Write $E(s)$ for the sum of the absolute eigenvalues of $A(s)$, counted with multiplicity. For even $n$ the spectrum is symmetric about zero, so with $n$ non-interacting electrons, filled two per orbital from the lowest level up, the total energy is $-E(s)$. The ring with the larger $E$ is the more stable one in this model. Below, as in the Lean code, the "energy" of a ring means the positive number $E$.

## Two energies that swap with ring size

For even $n\ge 4$:

| | $E(1)$, Hückel | $E(-1)$, Möbius |
|---|---|---|
| $4\mid n$ | $4\cot(\pi/n)$ | $4/\sin(\pi/n)$ |
| $4\nmid n$ | $4/\sin(\pi/n)$ | $4\cot(\pi/n)$ |

The cotangent value is strictly the smaller of the two, and the squares of the two energies differ by exactly 16. At $n=4$ the energies are $4$ and $4\sqrt2$; at $n=6$ they are $8$ and $4\sqrt3$.

With one electron per site, the Hückel ring is the more stable of the two when the number of electrons is $4q+2$ with $q\ge1$, as in Hückel's rule, but the result only ranks two model energies and does not classify molecules as aromatic.

## Checking the sign of a closing bond

In a tight-binding code for a non-interacting ring of even size $n\ge4$ with uniform nearest-neighbour hopping and zero on-site energies, periodic and antiperiodic closure differ by the sign of one bond. If that sign is lost or applied twice, the matrix is still symmetric and its eigenvalues still look plausible, but the energy lands in the wrong column of the table. Comparing the computed sum of absolute eigenvalues, in units of the hopping strength, with the closed form exposes the error. The comparison does not detect a reversed sign of the whole matrix, because absolute values are summed.

## Bloch waves and a telescoping sine sum

Let $s^2=1$ and $w^n=s$, and take the vector $v_j=w^j$. Forward hopping gives $(Hv)_i=w^{i+1}$ for $i<n-1$; at the last site it gives $s=w^n=w\cdot w^{n-1}$. Backward hopping gives $(H^Tv)_i=w^{i-1}$ for $i>0$; at site 0 it gives $s\,w^{n-1}=s^2/w=1/w$. Hence
$$A(s)\,v=(w+w^{-1})\,v .$$

Given $n$ distinct solutions $w_0,\dots,w_{n-1}$, the matrix $P_{jk}=w_k^{\,j}$ is a transposed Vandermonde matrix and is invertible. So $A(s)=PDP^{-1}$ with $D$ diagonal, and the numbers $w_k+w_k^{-1}$ are all the eigenvalues, with multiplicity.

From here on $i$ denotes the imaginary unit. Put $n=2m$, $h=\pi/n$ and $\delta\in\{0,1\}$, and choose
$$w_k=-i\,e^{i(2k+\delta)h},\qquad k=0,\dots,n-1 .$$
These are distinct, and $w_k^n=(-i)^{2m}e^{i(2k+\delta)\pi}=(-1)^{m+\delta}$, which is therefore the value of $s$. The eigenvalues are
$$-i\,e^{ix}+i\,e^{-ix}=2\sin x,\qquad x=(2k+\delta)h .$$

For $k<m$ the angle lies in $[0,\pi]$ and the sine is non-negative. Replacing $k$ by $k+m$ adds $\pi$ to the angle and only flips the sign. Therefore
$$E=4\sum_{k=0}^{m-1}\sin((2k+\delta)h).$$
Multiply each term by $2\sin h$:
$$2\sin h\,\sin((2k+\delta)h)=\cos((2k+\delta-1)h)-\cos((2k+\delta+1)h).$$
The sum telescopes to $\cos((\delta-1)h)-\cos((\delta-1)h+\pi)=2\cos((\delta-1)h)$, so
$$E=\frac{4\cos((\delta-1)h)}{\sin h}.$$

For $\delta=0$ this is $4\cot h$, with $s=(-1)^m$. For $\delta=1$ it is $4/\sin h$, with $s=-(-1)^m$. The parity of $m$ decides which ring is which. Since $0<h<\pi$, we have $\sin h>0$ and $\cos h<1$, which gives the strict inequality. The difference of squares is $16(1-\cos^2h)/\sin^2h=16$.

## The comparison in Lean

```lean
import Mathlib

open Matrix Polynomial

namespace HuckelMobius

noncomputable section

/-- One-way hopping around a ring of `n` sites; the closing bond has weight `s`. -/
def hop (n : ℕ) (s : ℂ) : Matrix (Fin n) (Fin n) ℂ :=
  Matrix.of fun i j =>
    if (i : ℕ) + 1 = (j : ℕ) then 1 else if (i : ℕ) + 1 = n ∧ (j : ℕ) = 0 then s else 0

/-- The ring matrix: hopping in both directions, with closing bond of weight `s`. -/
def annulene (n : ℕ) (s : ℂ) : Matrix (Fin n) (Fin n) ℂ := hop n s + (hop n s)ᵀ

/-- The Hückel ring: all bonds have weight `1`. -/
abbrev huckel (n : ℕ) := annulene n 1

/-- The Möbius ring: the closing bond has weight `-1`. -/
abbrev mobius (n : ℕ) := annulene n (-1)

/-- The sum of the absolute values of all eigenvalues, counted with multiplicity. -/
def energy {n : ℕ} (A : Matrix (Fin n) (Fin n) ℂ) : ℝ :=
  (A.charpoly.roots.map fun z => ‖z‖).sum

/-- For `n ≥ 3`, the Hückel ring matrix is the adjacency matrix of the cycle graph. -/
theorem huckel_eq_adjMatrix {n : ℕ} (hn : 3 ≤ n)
    [DecidableRel (SimpleGraph.cycleGraph n).Adj] :
    huckel n = (SimpleGraph.cycleGraph n).adjMatrix ℂ := by
  have key : ∀ u v : Fin n, ((u - v : Fin n) : ℕ) = 1 ↔
      ((v : ℕ) + 1 = (u : ℕ) ∨ ((v : ℕ) + 1 = n ∧ (u : ℕ) = 0)) := by
    intro u v
    have hu := u.isLt
    have hv := v.isLt
    simp only [Fin.sub_def]
    rcases le_or_gt (v : ℕ) (u : ℕ) with h | h
    · have e : n - (v : ℕ) + (u : ℕ) = ((u : ℕ) - (v : ℕ)) + n := by omega
      rw [e, Nat.add_mod_right, Nat.mod_eq_of_lt (by omega)]
      omega
    · rw [Nat.mod_eq_of_lt (by omega)]
      omega
  refine Matrix.ext fun i j => ?_
  have hi := i.isLt
  have hj := j.isLt
  simp only [huckel, annulene, hop, Matrix.add_apply, Matrix.transpose_apply, Matrix.of_apply,
    SimpleGraph.adjMatrix_apply, SimpleGraph.cycleGraph_adj', key]
  split_ifs <;> first | (exfalso; omega) | norm_num

/-- A Bloch wave `w ^ j` that closes up to the sign `s` is an eigenvector of the ring,
with eigenvalue `w + w⁻¹`. -/
theorem annulene_mulVec {n : ℕ} {s w : ℂ} (hs : s * s = 1) (hw : w ^ n = s) :
    annulene n s *ᵥ (fun j => w ^ (j : ℕ)) = (w + w⁻¹) • fun j : Fin n => w ^ (j : ℕ) := by
  funext i
  have hi := i.isLt
  have hn : n ≠ 0 := by omega
  have hw0 : w ≠ 0 := by
    intro h
    rw [h, zero_pow hn] at hw
    rw [← hw] at hs
    simp at hs
  -- forward hopping multiplies the wave by `w`
  have h1 : ∑ j : Fin n, hop n s i j * w ^ (j : ℕ) = w * w ^ (i : ℕ) := by
    by_cases h : (i : ℕ) + 1 < n
    · rw [Finset.sum_eq_single (⟨(i : ℕ) + 1, h⟩ : Fin n)]
      · simp [hop, pow_succ, mul_comm]
      · intro j _ hj
        have h2 : ¬ ((i : ℕ) + 1 = (j : ℕ)) := fun e => hj (Fin.ext e.symm)
        have h3 : ¬ ((i : ℕ) + 1 = n) := by omega
        simp [hop, h2, h3]
      · simp
    · have h' : (i : ℕ) + 1 = n := by omega
      have e : w * w ^ (i : ℕ) = s := by rw [← pow_succ', h', hw]
      rw [Finset.sum_eq_single (⟨0, by omega⟩ : Fin n)]
      · simp [hop, h', hn, e]
      · intro j _ hj
        have h2 : ¬ ((i : ℕ) + 1 = (j : ℕ)) := by have := j.isLt; omega
        have h3 : ¬ ((j : ℕ) = 0) := fun e => hj (Fin.ext e)
        simp [hop, h2, h3]
      · simp
  -- backward hopping divides it by `w`
  have h2 : ∑ j : Fin n, hop n s j i * w ^ (j : ℕ) = w⁻¹ * w ^ (i : ℕ) := by
    by_cases h : (i : ℕ) = 0
    · have h4 : n - 1 + 1 = n := by omega
      have e : s * w ^ (n - 1) = w⁻¹ := by
        apply eq_inv_of_mul_eq_one_left
        rw [mul_assoc, ← pow_succ, h4, hw, hs]
      rw [Finset.sum_eq_single (⟨n - 1, by omega⟩ : Fin n)]
      · simp [hop, h, h4, hn, e]
      · intro j _ hj
        have h5 : ¬ ((j : ℕ) + 1 = (i : ℕ)) := by omega
        have h6 : ¬ ((j : ℕ) + 1 = n) :=
          fun e => hj (Fin.ext (show (j : ℕ) = n - 1 by omega))
        simp [hop, h5, h6]
      · simp
    · have h4 : (i : ℕ) - 1 + 1 = (i : ℕ) := by omega
      have e : w ^ ((i : ℕ) - 1) = w⁻¹ * w ^ (i : ℕ) := by
        rw [eq_inv_mul_iff_mul_eq₀ hw0, ← pow_succ', h4]
      rw [Finset.sum_eq_single (⟨(i : ℕ) - 1, by omega⟩ : Fin n)]
      · simp [hop, h4, e]
      · intro j _ hj
        have h5 : ¬ ((j : ℕ) + 1 = (i : ℕ)) :=
          fun e => hj (Fin.ext (show (j : ℕ) = (i : ℕ) - 1 by omega))
        simp [hop, h5, h]
      · simp
  simp only [mulVec, dotProduct, annulene, Matrix.add_apply, Matrix.transpose_apply, add_mul,
    Finset.sum_add_distrib, Pi.smul_apply, smul_eq_mul]
  rw [h1, h2]

/-- If `n` distinct Bloch factors `w k` close up to the sign `s`, the energy of the ring is
the sum of all `‖w k + (w k)⁻¹‖`. -/
theorem energy_of_bloch {n : ℕ} {s : ℂ} (hs : s * s = 1) (w : Fin n → ℂ)
    (hw : ∀ k, w k ^ n = s) (hinj : Function.Injective w) :
    energy (annulene n s) = ∑ k, ‖w k + (w k)⁻¹‖ := by
  let d : Fin n → ℂ := fun k => w k + (w k)⁻¹
  let P : Matrix (Fin n) (Fin n) ℂ := (vandermonde w)ᵀ
  have hP : IsUnit P.det := by
    show IsUnit ((vandermonde w)ᵀ).det
    rw [det_transpose]
    exact (det_vandermonde_ne_zero_iff.mpr hinj).isUnit
  -- the Bloch waves diagonalise the ring matrix
  have hAP : annulene n s * P = P * diagonal d := by
    refine Matrix.ext fun i k => ?_
    rw [mul_diagonal]
    calc (annulene n s * P) i k = (annulene n s *ᵥ fun j => w k ^ (j : ℕ)) i := by
          simp [P, Matrix.mul_apply, mulVec, dotProduct, vandermonde_apply]
      _ = (w k + (w k)⁻¹) * w k ^ (i : ℕ) := congrFun (annulene_mulVec hs (hw k)) i
      _ = P i k * d k := by simp [P, d, vandermonde_apply, mul_comm]
  have hA : annulene n s = P * (diagonal d * P⁻¹) := by
    rw [← Matrix.mul_assoc, ← hAP, Matrix.mul_assoc, mul_nonsing_inv _ hP, Matrix.mul_one]
  have hdiag : charmatrix (diagonal d) = diagonal fun k => (X - C (d k) : ℂ[X]) := by
    refine Matrix.ext fun i j => ?_
    by_cases h : i = j
    · subst h
      simp [charmatrix_apply_eq]
    · simp [h]
  have hc : (annulene n s).charpoly = ∏ k, (X - C (d k)) := by
    rw [hA, charpoly_mul_comm, Matrix.mul_assoc, nonsing_inv_mul _ hP, Matrix.mul_one,
      Matrix.charpoly, hdiag, det_diagonal]
  have hr : (annulene n s).charpoly.roots = Finset.univ.val.map d := by
    rw [hc, ← Polynomial.roots_multiset_prod_X_sub_C (Finset.univ.val.map d), Multiset.map_map]
    rfl
  rw [energy, hr, Multiset.map_map]
  rfl

lemma sin_step_pos {m : ℕ} (hm : 0 < m) : 0 < Real.sin (Real.pi / (2 * m)) := by
  have h1 : (1 : ℝ) ≤ m := by exact_mod_cast hm
  have hp := Real.pi_pos
  apply Real.sin_pos_of_pos_of_lt_pi (by positivity)
  rw [div_lt_iff₀ (by positivity)]
  nlinarith

/-- The sum of `|2 sin((2k+δ)π/(2m))|` over `2m` equally spaced angles, for `δ = 0` or `1`. -/
theorem sum_abs_sin {m δ : ℕ} (hm : 0 < m) (hδ : δ ≤ 1) :
    ∑ k ∈ Finset.range (2 * m), |2 * Real.sin ((2 * (k : ℝ) + δ) * (Real.pi / (2 * m)))| =
      4 * Real.cos (((δ : ℝ) - 1) * (Real.pi / (2 * m))) / Real.sin (Real.pi / (2 * m)) := by
  have hs := sin_step_pos hm
  have hm' : (0 : ℝ) < m := by exact_mod_cast hm
  have hh : 2 * (m : ℝ) * (Real.pi / (2 * m)) = Real.pi := by field_simp
  have hpos : 0 < Real.pi / (2 * (m : ℝ)) := div_pos Real.pi_pos (by positivity)
  generalize Real.pi / (2 * (m : ℝ)) = h at *
  -- the sum over half a turn telescopes
  have tele : ∀ N : ℕ, 2 * Real.sin h * ∑ k ∈ Finset.range N, Real.sin ((2 * (k : ℝ) + δ) * h) =
      Real.cos (((δ : ℝ) - 1) * h) - Real.cos (((δ : ℝ) - 1) * h + 2 * N * h) := by
    intro N
    induction N with
    | zero => simp
    | succ N ih =>
      have e1 : ((δ : ℝ) - 1) * h + 2 * N * h = (2 * (N : ℝ) + δ) * h - h := by ring
      have e2 : ((δ : ℝ) - 1) * h + 2 * ((N + 1 : ℕ) : ℝ) * h = (2 * (N : ℝ) + δ) * h + h := by
        push_cast; ring
      rw [Finset.sum_range_succ, mul_add, ih, e1, e2, Real.cos_sub, Real.cos_add]
      ring
  have t := tele m
  rw [hh, Real.cos_add_pi] at t
  have first : ∀ k ∈ Finset.range m, |2 * Real.sin ((2 * (k : ℝ) + δ) * h)| =
      2 * Real.sin ((2 * (k : ℝ) + δ) * h) := by
    intro k hk
    have hk' : 2 * k + δ ≤ 2 * m := by have := Finset.mem_range.mp hk; omega
    have hk2 : 2 * (k : ℝ) + δ ≤ 2 * m := by exact_mod_cast hk'
    have := Real.sin_nonneg_of_nonneg_of_le_pi (x := (2 * (k : ℝ) + δ) * h) (by positivity)
      (by rw [← hh]; exact mul_le_mul_of_nonneg_right hk2 hpos.le)
    exact abs_of_nonneg (by linarith)
  have second : ∀ k ∈ Finset.range m, |2 * Real.sin ((2 * ((m + k : ℕ) : ℝ) + δ) * h)| =
      2 * Real.sin ((2 * (k : ℝ) + δ) * h) := by
    intro k hk
    have e : (2 * ((m + k : ℕ) : ℝ) + δ) * h = (2 * (k : ℝ) + δ) * h + Real.pi := by
      rw [← hh]; push_cast; ring
    rw [e, Real.sin_add_pi, mul_neg, abs_neg, first k hk]
  rw [two_mul m, Finset.sum_range_add, Finset.sum_congr rfl first, Finset.sum_congr rfl second,
    ← Finset.mul_sum, eq_div_iff hs.ne']
  linear_combination 2 * t

lemma bloch_add_inv (x : ℝ) :
    -Complex.I * Complex.exp (x * Complex.I) + (-Complex.I * Complex.exp (x * Complex.I))⁻¹ =
      ((2 * Real.sin x : ℝ) : ℂ) := by
  have p := Complex.I_sq
  have q := Complex.sin_sq_add_cos_sq (x : ℂ)
  rw [Complex.exp_mul_I]
  have e : (-Complex.I * (Complex.cos x + Complex.sin x * Complex.I))⁻¹ =
      Complex.I * (Complex.cos x - Complex.sin x * Complex.I) := by
    apply inv_eq_of_mul_eq_one_right
    linear_combination q +
      (-Complex.cos x ^ 2 + Complex.sin x ^ 2 * (Complex.I ^ 2 - 1)) * p
  rw [e]
  push_cast
  linear_combination (-2 * Complex.sin x) * p

/-- Closed form of the energy of a ring of `2m` sites with closing bond `(-1)^(m+δ)`. -/
theorem energy_annulene {m δ : ℕ} (hm : 0 < m) (hδ : δ ≤ 1) :
    energy (annulene (2 * m) ((-1) ^ (m + δ))) =
      4 * Real.cos (((δ : ℝ) - 1) * (Real.pi / (2 * m))) / Real.sin (Real.pi / (2 * m)) := by
  have hmC : (m : ℂ) ≠ 0 := by exact_mod_cast hm.ne'
  obtain ⟨z, hz⟩ : ∃ z, z = Complex.exp (((Real.pi / (2 * m) : ℝ) : ℂ) * Complex.I) := ⟨_, rfl⟩
  have hprim : IsPrimitiveRoot z (4 * m) := by
    have e : ((Real.pi / (2 * m) : ℝ) : ℂ) * Complex.I =
        2 * Real.pi * Complex.I / ((4 * m : ℕ) : ℂ) := by
      push_cast
      field_simp
      try norm_num
    rw [hz, e]
    exact Complex.isPrimitiveRoot_exp _ (by omega)
  have hzm : z ^ (2 * m) = -1 := by
    rw [hz, ← Complex.exp_nat_mul, ← Complex.exp_pi_mul_I]
    congr 1
    push_cast
    field_simp
  have hI : (-Complex.I) ^ (2 * m) = (-1) ^ m := by rw [pow_mul]; simp
  rw [energy_of_bloch (by rw [← mul_pow]; simp)
    (fun k : Fin (2 * m) => -Complex.I * z ^ (2 * (k : ℕ) + δ)), ← sum_abs_sin hm hδ,
    Finset.sum_range]
  · refine Finset.sum_congr rfl fun k _ => ?_
    have e : z ^ (2 * (k : ℕ) + δ) = Complex.exp
        ((((2 * ((k : ℕ) : ℝ) + δ) * (Real.pi / (2 * m)) : ℝ) : ℂ) * Complex.I) := by
      rw [hz, ← Complex.exp_nat_mul]
      congr 1
      push_cast
      ring
    rw [e, bloch_add_inv, Complex.norm_real, Real.norm_eq_abs]
  · intro k
    have e : (z ^ (2 * (k : ℕ) + δ)) ^ (2 * m) = (-1) ^ δ := by
      rw [pow_right_comm, hzm, pow_add, pow_mul]
      simp
    rw [mul_pow, hI, e, pow_add]
  · intro a b hab
    have ha := a.isLt
    have hb := b.isLt
    have h1 : -Complex.I * z ^ (2 * (a : ℕ) + δ) = -Complex.I * z ^ (2 * (b : ℕ) + δ) := hab
    have h2 := mul_left_cancel₀ (neg_ne_zero.mpr Complex.I_ne_zero) h1
    have h3 := hprim.pow_inj (by omega) (by omega) h2
    exact Fin.ext (by omega)

/-- For `n = 2m` with `m` even, the Hückel energy is `4 cos(π/n)/sin(π/n)` and the Möbius
energy is `4/sin(π/n)`; for `m` odd the two values are exchanged. -/
theorem energy_closed_forms {m : ℕ} (hm : 0 < m) :
    (Even m →
      energy (huckel (2 * m)) =
        4 * Real.cos (Real.pi / (2 * m)) / Real.sin (Real.pi / (2 * m)) ∧
      energy (mobius (2 * m)) = 4 / Real.sin (Real.pi / (2 * m))) ∧
    (Odd m →
      energy (mobius (2 * m)) =
        4 * Real.cos (Real.pi / (2 * m)) / Real.sin (Real.pi / (2 * m)) ∧
      energy (huckel (2 * m)) = 4 / Real.sin (Real.pi / (2 * m))) := by
  have h0 := energy_annulene (δ := 0) hm (by omega)
  have h1 := energy_annulene (δ := 1) hm (by omega)
  have c0 : (((0 : ℕ) : ℝ) - 1) * (Real.pi / (2 * m)) = -(Real.pi / (2 * m)) := by
    push_cast; ring
  have c1 : (((1 : ℕ) : ℝ) - 1) * (Real.pi / (2 * m)) = 0 := by push_cast; ring
  rw [c0, Real.cos_neg, add_zero] at h0
  rw [c1, Real.cos_zero, mul_one, pow_succ] at h1
  constructor
  · intro h
    rw [h.neg_one_pow] at h0 h1
    rw [one_mul] at h1
    exact ⟨h0, h1⟩
  · intro h
    rw [h.neg_one_pow] at h0 h1
    rw [neg_one_mul, neg_neg] at h1
    exact ⟨h0, h1⟩

/-- For even `n ≥ 4`, the Möbius ring has the strictly larger sum of absolute eigenvalues
when `4` divides `n`, and the strictly smaller one otherwise. -/
theorem huckel_versus_mobius {n : ℕ} (hn : 4 ≤ n) (he : Even n) :
    (4 ∣ n → energy (huckel n) < energy (mobius n)) ∧
    (¬ 4 ∣ n → energy (mobius n) < energy (huckel n)) := by
  obtain ⟨m, rfl⟩ := even_iff_two_dvd.mp he
  have hm : 0 < m := by omega
  have hs := sin_step_pos hm
  have hc : Real.cos (Real.pi / (2 * m)) < 1 := by
    nlinarith [Real.sin_sq_add_cos_sq (Real.pi / (2 * m)), pow_pos hs 2,
      sq_nonneg (Real.cos (Real.pi / (2 * m)) - 1)]
  have key : 4 * Real.cos (Real.pi / (2 * m)) / Real.sin (Real.pi / (2 * m)) <
      4 / Real.sin (Real.pi / (2 * m)) :=
    div_lt_div_of_pos_right (by linarith) hs
  constructor
  · intro h4
    obtain ⟨a, b⟩ := (energy_closed_forms hm).1 (Nat.even_iff.mpr (by omega))
    rw [a, b]
    exact key
  · intro h4
    obtain ⟨a, b⟩ := (energy_closed_forms hm).2 (Nat.odd_iff.mpr (by omega))
    rw [a, b]
    exact key

/-- For every even ring size `2m ≥ 4`, the squares of the Hückel and Möbius energies differ
by exactly `16`. -/
theorem energy_sq_gap {m : ℕ} (hm : 2 ≤ m) :
    |energy (mobius (2 * m)) ^ 2 - energy (huckel (2 * m)) ^ 2| = 16 := by
  have hm0 : 0 < m := by omega
  have hs := (sin_step_pos hm0).ne'
  have key : (4 / Real.sin (Real.pi / (2 * m))) ^ 2 -
      (4 * Real.cos (Real.pi / (2 * m)) / Real.sin (Real.pi / (2 * m))) ^ 2 = 16 := by
    rw [div_pow, div_pow, ← sub_div, div_eq_iff (pow_ne_zero 2 hs)]
    linear_combination (-16) * Real.sin_sq_add_cos_sq (Real.pi / (2 * m))
  rcases Nat.even_or_odd m with h | h
  · obtain ⟨a, b⟩ := (energy_closed_forms hm0).1 h
    rw [a, b, key]
    norm_num
  · obtain ⟨a, b⟩ := (energy_closed_forms hm0).2 h
    rw [a, b, abs_sub_comm, key]
    norm_num

end

end HuckelMobius
```

```lean
#print axioms HuckelMobius.huckel_eq_adjMatrix
-- 'HuckelMobius.huckel_eq_adjMatrix' depends on axioms: [propext, Classical.choice, Quot.sound]
#print axioms HuckelMobius.huckel_versus_mobius
-- 'HuckelMobius.huckel_versus_mobius' depends on axioms: [propext, Classical.choice, Quot.sound]
#print axioms HuckelMobius.energy_sq_gap
-- 'HuckelMobius.energy_sq_gap' depends on axioms: [propext, Classical.choice, Quot.sound]
```

## Exact spectra of uniform even rings

`hop n s` is $H$ and `annulene n s` is $A(s)$, with sites in `Fin n` and complex entries. `energy` sums the norms of all complex roots of the characteristic polynomial, with multiplicity. `huckel_eq_adjMatrix` confirms that for $n\ge3$ the matrix `huckel n` is Mathlib's adjacency matrix of the cycle graph.

`huckel_versus_mobius` assumes `4 ≤ n` and `Even n` and states both strict inequalities. `energy_closed_forms` gives the table in terms of $m=n/2$, and `energy_sq_gap` gives the constant 16.

The proof follows the derivation above:

- `annulene_mulVec` proves the eigenvector equation. `Finset.sum_eq_single` reduces each hopping sum to its one contributing neighbour.
- `energy_of_bloch` does the diagonalisation, using `charpoly_mul_comm` to cancel $P$ against $P^{-1}$ in the characteristic polynomial.
- `sum_abs_sin` proves the telescoping identity `tele` by induction, then treats the two half-turns as `first` and `second`.
- `bloch_add_inv` turns $w+w^{-1}$ into $2\sin x$.
- `energy_annulene` combines these. The $w_k$ are distinct because $e^{i\pi/n}$ is a primitive root of unity of order $2n$.
- `sin_step_pos` supplies $\sin h>0$, from which `huckel_versus_mobius` obtains $\cos h<1$.

The theorems concern exact matrices, so they give no bound on the rounding error of a numerical eigensolver. The closed forms and the comparison do not cover odd rings. Bond alternation, orbital overlap and electron repulsion are absent from the model, as is the weakening of hopping that a real twist would cause. Electron filling does not appear in the Lean definitions; the link between `energy` and a total electronic energy is the physical reading given at the start.
